# A fixed linear relation among D + 1 successive couplings gives a recurrence of order D

Let f(0), f(1), … be an infinite sequence of complex couplings, and suppose that one set of D + 1 coefficients, not all zero, makes the same linear combination of f(i), …, f(i + D) vanish at every position i. The lemma states that each f(i + D) is then a linear combination of the D couplings before it, with coefficients that do not depend on i; for D = 0 this says that every coupling is zero. The coefficient of f(i + D) in the given relation is allowed to vanish, so one cannot always divide by it. The proof goes by induction on D: if that last coefficient is nonzero it solves for f(i + D), and if it is zero it applies the shorter recurrence one position later.

An attempt in Lean 4 with a fault in it:

```lean
import Mathlib

open Matrix Finset

namespace ExistsRecurrence

noncomputable section

/-- A nonzero relation among `D + 1` successive couplings, valid at every position, yields a linear
recurrence that gives each `f (i + D)` from the `D` couplings before it. -/
theorem exists_recurrence (f : ℕ → ℂ) (D : ℕ) (c : Fin (D + 1) → ℂ) (hc : c ≠ 0)
    (h : ∀ i, ∑ j, c j * f (i + j.val) = 0) :
    ∃ a : Fin D → ℂ, ∀ i, f (i + D) = ∑ j, a j * f (i + j.val) := by
  induction D with
  | zero =>
    have h0 : c 0 ≠ 0 := by
      intro h0
      apply hc
      ext j
      rw [Subsingleton.elim j 0, h0]
      rfl
    refine ⟨0, fun i => ?_⟩
    have hi := h i
    simpa [h0] using hi
  | succ D ih =>
    by_cases hl : c (Fin.last (D + 1)) = 0
    · -- the top coefficient vanishes: use the shorter recurrence one step later
      have hc' : (fun j : Fin (D + 1) => c j.castSucc) ≠ 0 := by
        intro h0
        apply hc
        ext j
        refine Fin.lastCases ?_ (fun k => ?_) j
        · exact hl
        · exact congrFun h0 k
      obtain ⟨a, ha⟩ := ih (fun j => c j.castSucc) hc' (fun i => by
        have hi := h i
        rw [Fin.sum_univ_castSucc, hl, zero_mul, add_zero] at hi
        exact hi)
      refine ⟨Fin.cons 0 a, fun i => ?_⟩
      rw [Fin.sum_univ_succ, show i + (D + 1) = (i + 1) + D by omega, ha (i + 1)]
      simp only [Fin.cons_zero, Fin.cons_succ, zero_mul, zero_add, Fin.val_succ]
      refine Finset.sum_congr rfl fun j _ => ?_
      rw [show i + 1 + j.val = i + (j.val + 1) by omega]
    · -- otherwise solve for the last coupling
      refine ⟨fun j => -(c (Fin.last (D + 1)))⁻¹ * c j.castSucc, fun i => ?_⟩
      have hi := h i
      rw [Fin.sum_univ_castSucc] at hi
      simp only [Fin.val_castSucc, Fin.val_last] at hi
      simp only [mul_assoc, ← Finset.mul_sum]
      rw [eq_neg_of_add_eq_zero_left hi]
      field_simp

end

end ExistsRecurrence
```

Messages:

```
Main.lean:20:10: error(lean.synthInstanceFailed): failed to synthesize instance of type class
  Subsingleton (Fin (0 + 1))

Hint: Type class instance resolution failures can be inspected with the `set_option trace.Meta.synthInstance true` command.
```

The change, after which it compiles:

```diff
@@ -18,6 +18,7 @@
       apply hc
       ext j
-      rw [Subsingleton.elim j 0, h0]
-      rfl
+      have hj : j = 0 := Fin.fin_one_eq_zero j
+      rw [hj]
+      exact h0
     refine ⟨0, fun i => ?_⟩
     have hi := h i
```

Diagnosis. The error is in the base case, where the proof shows that the only coefficient, `c 0`, is nonzero. It supposes `c 0 = 0` and must show that `c j = 0` for every index `j`, which needs `j = 0`. `Subsingleton.elim j 0` would give this, but it requires an instance of `Subsingleton` for the type of `j`. The induction has left that type as `Fin (0 + 1)`, and Lean's instance search finds no such instance for it in this form, although `0 + 1` equals `1` by computation and `Fin 1` has only one element.

The repair takes `j = 0` from `Fin.fin_one_eq_zero`, a lemma about `Fin 1` that asks for no instance. Lean accepts `j` as its argument because checking the argument's type identifies `Fin (0 + 1)` with `Fin 1`. Rewriting with `hj` then turns the goal into the statement that `c 0` is zero, which `exact h0` closes. This last step replaces the earlier rewrite by `h0` and the `rfl`, with which the message finds no fault; that part of the change is tidying.
